# The orbital minimisation functional bounds the band energy of linearly independent orbitals from above when the Hamiltonian is negative definite

Let $H$ be a Hermitian matrix with $-H$ positive definite, and let $C$ be a complex $n\times k$ matrix whose overlap $M=C^\dagger C$ is invertible. Then

$$
\operatorname{tr}\big((2-M)\,C^\dagger H C\big)\;\ge\;\operatorname{tr}\big(M^{-1}C^\dagger H C\big),
$$

with equality if and only if $M=1$. The left side contains no inverse. Its excess over the right side acts as a penalty on orbitals that are not orthonormal, and the size of this penalty also depends on $H$.

## Occupied orbitals without an orthonormality constraint

The columns of $C$ are $k$ occupied orbitals, expanded in an orthonormal basis of $n$ functions. For non-interacting electrons, one per orbital, the energy of the occupied space is the band energy

$$
E(C)=\operatorname{tr}\big(M^{-1}C^\dagger HC\big).
$$

It depends only on the space that the orbitals span, and the factor $M^{-1}$ corrects for their lack of orthonormality. Near $M=1$ the inverse is, to first order, $M^{-1}\approx 1+(1-M)=2-M$. Putting this into the energy gives the orbital minimisation functional

$$
\Omega(C)=\operatorname{tr}\big((2-M)\,C^\dagger HC\big).
$$

In linear-scaling electronic structure calculations such a functional can be minimised without explicit orthonormalisation; the results here concern a fixed one-particle $H$ in a finite basis.

The condition that $-H$ is positive definite says that every one-particle level lies below zero. It can be arranged by replacing $H$ with $H-\eta 1$, where $\eta$ lies above the highest eigenvalue. This changes $E(C)$ by the constant $-\eta k$, so the optimal occupied space stays the same.

## What the Lean statement says

The types `n` and `k` are finite index sets for basis functions and orbitals. The definitions `overlap C`, `bandEnergy H C` and `omEnergy H C` are $M$, $E(C)$ and $\Omega(C)$; the `2` in the last one is twice the identity matrix. The main theorem, `bandEnergy_le_omEnergy`, has two hypotheses:

- `(-H).PosDef` says that $-H$ is positive definite, which in Mathlib includes being Hermitian.
- `IsUnit (overlap C).det` says that $\det M\neq 0$, so the orbitals are linearly independent.

Both energies are complex numbers, compared in the order where $a\le b$ means that $b-a$ is real and non-negative. The inequality therefore also says that the gap has no imaginary part.

The theorem `unconstrained_minimisers` passes from energies to minimisers. It takes orthonormal orbitals $C_0$ that minimise $E$ among all $C$ with invertible overlap, and concludes that they minimise $\Omega$ over the same set. The other minimisers are exactly the orthonormal orbitals with the same band energy. That $C_0$ attains the minimum is assumed, not derived.

Sets of linearly dependent orbitals are left out. The inequality applies to spatially truncated orbitals as long as $M$ is invertible, but the result on minimisers compares $C_0$ with all orbitals, not only with truncated ones. Nothing is said about local minima or the convergence of an algorithm.

## The gap as a quadratic form

Compare the density matrix built as if the orbitals were orthonormal, $CC^\dagger$, with the true projector onto their span, $CM^{-1}C^\dagger$. Their difference is

$$
Y=CC^\dagger-CM^{-1}C^\dagger=C(1-M^{-1})C^\dagger .
$$

Since $M$ is Hermitian, so is $Y$. Its square is

$$
Y^2=C(1-M^{-1})\,M\,(1-M^{-1})C^\dagger=C(M-2+M^{-1})C^\dagger .
$$

The same combination of $M$ appears in the gap. Using the cyclic property of the trace,

$$
\begin{aligned}
\Omega(C)-E(C)&=\operatorname{tr}\big((2-M-M^{-1})C^\dagger HC\big)\\
&=\operatorname{tr}\big((M-2+M^{-1})C^\dagger(-H)C\big)\\
&=\operatorname{tr}\big(Y^2(-H)\big)=\operatorname{tr}\big(Y^\dagger(-H)Y\big).
\end{aligned}
$$

This identity holds for any square $H$.

Now let $K=-H$ be positive definite, and let $y_j$ be the columns of $Y$. Then

$$
\operatorname{tr}(Y^\dagger KY)=\sum_j y_j^\dagger K y_j .
$$

Each non-zero column contributes $\|y_j\|^2$ times the expectation value of $K$ in the normalised state $y_j/\|y_j\|$, which is positive. The sum is therefore non-negative, and it vanishes only if every column does, that is, if $Y=0$.

It remains to see when $Y=0$. If it is, then

$$
0=C^\dagger YC=M^2-MM^{-1}M=M^2-M,
$$

so $M^2=M$, and multiplication by $M^{-1}$ gives $M=1$. Conversely, $M=1$ gives $Y=CC^\dagger-CC^\dagger=0$. This proves the inequality and its equality condition.

## Minimisers and the role of the energy shift

If $C_0$ is orthonormal and minimises $E$, then for every $C$ with invertible overlap

$$
\Omega(C)\ge E(C)\ge E(C_0)=\Omega(C_0).
$$

If $\Omega(C)=\Omega(C_0)$, both inequalities are equalities. The first then gives $M=1$, and the second gives $E(C)=E(C_0)$. Conversely, these two conditions give $\Omega(C)=E(C)=E(C_0)=\Omega(C_0)$.

To see what can happen without the sign condition, scale orthonormal orbitals by a real number $t$. The overlap becomes $t^2\,1$ and $C^\dagger HC$ gains a factor $t^2$, so

$$
\Omega(tC)=(2-t^2)\,t^2\,E(C)=(2t^2-t^4)\,E(C).
$$

The factor $2t^2-t^4=1-(1-t^2)^2$ has its maximum at $t=\pm1$. For negative $E(C)$ the functional is thus lowest, along this line, at the orthonormal orbitals. For positive $E(C)$ it falls without bound as $|t|$ grows.

To get below a given real $B$, write $e=\operatorname{Re}E(C)>0$ and take $t=2+|B|/e$. Since $t\ge2$, we have $t^4\ge4t^2$ and $t^2\ge 2t$, so $2t^2-t^4\le-2t^2\le-t$. Hence

$$
\operatorname{Re}\Omega(tC)\le -te=-2e-|B|<B .
$$

The positive quantity here is the total band energy of $k$ orbitals. For $k>1$ a single positive eigenvalue of a Hermitian $H$ does not guarantee that such a set exists, but it still makes $\Omega$ unbounded below. Take $k$ orthonormal eigenvectors of $H$, one of them with eigenvalue $\varepsilon>0$, and scale only that one by $t$. Its contribution to $\Omega$ becomes $(2t^2-t^4)\,\varepsilon$, which falls without bound, while the other contributions stay fixed. This last observation is not part of the Lean file.

## The complete Lean file

```lean
import Mathlib

open Matrix
open scoped ComplexOrder

namespace OrbitalMinimisation

noncomputable section

variable {n k : Type*} [Fintype n] [Fintype k] [DecidableEq k]

/-- The overlap matrix `M = Cᴴ C` of the orbitals stored in the columns of `C`. -/
def overlap (C : Matrix n k ℂ) : Matrix k k ℂ := Cᴴ * C

/-- The band energy `tr (M⁻¹ Cᴴ H C)` of the space spanned by the orbitals,
for orbitals with invertible overlap `M`. -/
def bandEnergy (H : Matrix n n ℂ) (C : Matrix n k ℂ) : ℂ :=
  trace ((overlap C)⁻¹ * (Cᴴ * H * C))

/-- The orbital minimisation functional `tr ((2 - M) Cᴴ H C)`, which contains no inverse. -/
def omEnergy (H : Matrix n n ℂ) (C : Matrix n k ℂ) : ℂ :=
  trace ((2 - overlap C) * (Cᴴ * H * C))

/-- The difference `C Cᴴ - C M⁻¹ Cᴴ` between the density matrix built as if the orbitals were
orthonormal and the projector onto their span, for orbitals with invertible overlap `M`. -/
def kernelError (C : Matrix n k ℂ) : Matrix n n ℂ :=
  C * Cᴴ - C * (overlap C)⁻¹ * Cᴴ

/-- For orbitals with invertible overlap, the orbital minimisation functional differs from the band
energy by a quadratic form of `-H` in the kernel error. -/
theorem energy_gap (H : Matrix n n ℂ) (C : Matrix n k ℂ) (hM : IsUnit (overlap C).det) :
    omEnergy H C - bandEnergy H C
      = trace ((kernelError C)ᴴ * (-H) * kernelError C) := by
  have h1 := Matrix.mul_nonsing_inv (overlap C) hM
  have h2 := Matrix.nonsing_inv_mul (overlap C) hM
  have hW : (1 - (overlap C)⁻¹) * overlap C * (1 - (overlap C)⁻¹)
      = overlap C - 2 + (overlap C)⁻¹ := by
    rw [sub_mul, one_mul, h2, mul_sub, mul_one, sub_mul, h1, one_mul,
      ← one_add_one_eq_two]
    abel
  have hY : kernelError C = C * (1 - (overlap C)⁻¹) * Cᴴ := by
    simp [kernelError, Matrix.mul_sub, Matrix.sub_mul]
  have hH : (kernelError C)ᴴ = kernelError C := by
    simp [kernelError, overlap, Matrix.conjTranspose_nonsing_inv, Matrix.mul_assoc]
  -- the square of the kernel error carries the factor `M - 2 + M⁻¹`
  have hsq : kernelError C * kernelError C
      = C * ((overlap C - 2 + (overlap C)⁻¹) * Cᴴ) := by
    rw [hY, ← hW]
    simp only [overlap, Matrix.mul_assoc]
  calc omEnergy H C - bandEnergy H C
      = trace (((overlap C - 2 + (overlap C)⁻¹) * Cᴴ * (-H)) * C) := by
        have hneg : 2 - overlap C - (overlap C)⁻¹
            = -(overlap C - 2 + (overlap C)⁻¹) := by abel
        rw [omEnergy, bandEnergy, ← Matrix.trace_sub, ← Matrix.sub_mul, hneg]
        simp only [Matrix.neg_mul, Matrix.mul_neg, Matrix.mul_assoc]
    _ = trace (C * ((overlap C - 2 + (overlap C)⁻¹) * Cᴴ * (-H))) :=
        Matrix.trace_mul_comm _ _
    _ = trace (kernelError C * kernelError C * (-H)) := by
        rw [hsq]
        simp only [Matrix.mul_assoc]
    _ = trace ((kernelError C)ᴴ * (-H) * kernelError C) := by
        rw [hH, Matrix.trace_mul_cycle (kernelError C) (-H) (kernelError C)]

/-- For positive definite `K` the trace of `Yᴴ K Y` is non-negative, and it vanishes only
for `Y = 0`. -/
theorem trace_quadratic {K : Matrix n n ℂ} (hK : K.PosDef) (Y : Matrix n n ℂ) :
    0 ≤ trace (Yᴴ * K * Y) ∧ (trace (Yᴴ * K * Y) = 0 ↔ Y = 0) := by
  -- the trace is the sum of the quadratic form of `K` over the columns of `Y`
  have hs : trace (Yᴴ * K * Y)
      = ∑ j, star (fun i => Y i j) ⬝ᵥ (K *ᵥ (fun i => Y i j)) := by
    rw [Matrix.mul_assoc]
    rfl
  have hnn : ∀ j ∈ Finset.univ,
      0 ≤ star (fun i => Y i j) ⬝ᵥ (K *ᵥ (fun i => Y i j)) :=
    fun j _ => hK.posSemidef.dotProduct_mulVec_nonneg _
  refine ⟨hs ▸ Finset.sum_nonneg hnn, fun h => ?_, fun h => by simp [h]⟩
  rw [hs, Finset.sum_eq_zero_iff_of_nonneg hnn] at h
  ext i j
  by_contra hne
  have hx : (fun i => Y i j) ≠ 0 := fun h0 => hne (congrFun h0 i)
  exact (hK.dotProduct_mulVec_pos hx).ne' (h j (Finset.mem_univ j))

/-- For orbitals with invertible overlap, the kernel error vanishes exactly when the orbitals
are orthonormal. -/
theorem kernelError_eq_zero_iff (C : Matrix n k ℂ) (hM : IsUnit (overlap C).det) :
    kernelError C = 0 ↔ overlap C = 1 := by
  have h1 := Matrix.mul_nonsing_inv (overlap C) hM
  constructor
  · intro h
    have e : Cᴴ * kernelError C * C
        = overlap C * overlap C - overlap C * (overlap C)⁻¹ * overlap C := by
      simp only [kernelError, overlap, Matrix.mul_sub, Matrix.sub_mul, Matrix.mul_assoc]
    rw [h, Matrix.mul_zero, Matrix.zero_mul, h1, Matrix.one_mul] at e
    have e2 : overlap C * overlap C = overlap C := sub_eq_zero.mp e.symm
    calc overlap C = overlap C * overlap C * (overlap C)⁻¹ := by
          rw [Matrix.mul_assoc, h1, Matrix.mul_one]
      _ = 1 := by rw [e2, h1]
  · intro h
    simp [kernelError, h]

/-- For negative definite `H` and orbitals with invertible overlap, the orbital minimisation
functional is at least the band energy, with equality exactly for orthonormal orbitals. -/
theorem bandEnergy_le_omEnergy {H : Matrix n n ℂ} (hH : (-H).PosDef)
    (C : Matrix n k ℂ) (hM : IsUnit (overlap C).det) :
    bandEnergy H C ≤ omEnergy H C ∧
      (omEnergy H C = bandEnergy H C ↔ overlap C = 1) := by
  have hq := trace_quadratic hH (kernelError C)
  rw [← energy_gap H C hM] at hq
  exact ⟨sub_nonneg.mp hq.1,
    sub_eq_zero.symm.trans (hq.2.trans (kernelError_eq_zero_iff C hM))⟩

/-- For negative definite `H`, orthonormal orbitals of lowest band energy also minimise the orbital
minimisation functional among orbitals with invertible overlap; the other minimisers are exactly the
orthonormal orbitals with the same band energy. -/
theorem unconstrained_minimisers {H : Matrix n n ℂ} (hH : (-H).PosDef)
    {C₀ : Matrix n k ℂ} (h₀ : overlap C₀ = 1)
    (hmin : ∀ C : Matrix n k ℂ, IsUnit (overlap C).det → bandEnergy H C₀ ≤ bandEnergy H C)
    (C : Matrix n k ℂ) (hM : IsUnit (overlap C).det) :
    omEnergy H C₀ ≤ omEnergy H C ∧
      (omEnergy H C = omEnergy H C₀ ↔
        overlap C = 1 ∧ bandEnergy H C = bandEnergy H C₀) := by
  have hE₀ : omEnergy H C₀ = bandEnergy H C₀ :=
    (bandEnergy_le_omEnergy hH C₀ (by simp [h₀])).2.mpr h₀
  obtain ⟨hle, heq⟩ := bandEnergy_le_omEnergy hH C hM
  rw [hE₀]
  refine ⟨(hmin C hM).trans hle, fun h => ?_, fun h => (heq.mpr h.1).trans h.2⟩
  -- the band energy of `C` is squeezed between two equal numbers
  have hb : bandEnergy H C = bandEnergy H C₀ := le_antisymm (h ▸ hle) (hmin C hM)
  exact ⟨heq.mp (h.trans hb.symm), hb⟩

/-- Scaling orthonormal orbitals by a real factor `t` gives the orbital minimisation functional
the value `2 t² - t⁴` times their band energy. -/
theorem omEnergy_scaled (H : Matrix n n ℂ) {C : Matrix n k ℂ} (h : overlap C = 1) (t : ℝ) :
    omEnergy H ((t : ℂ) • C) = ((2 * t ^ 2 - t ^ 4 : ℝ) : ℂ) * bandEnergy H C := by
  have hct : ((t : ℂ) • C)ᴴ = (t : ℂ) • Cᴴ := by
    rw [Matrix.conjTranspose_smul, Complex.star_def, Complex.conj_ofReal]
  have ho : overlap ((t : ℂ) • C) = ((t : ℂ) ^ 2) • (1 : Matrix k k ℂ) := by
    rw [← h]
    simp only [overlap, hct, Matrix.smul_mul, Matrix.mul_smul, smul_smul, pow_two]
  have hA : ((t : ℂ) • C)ᴴ * H * ((t : ℂ) • C) = ((t : ℂ) ^ 2) • (Cᴴ * H * C) := by
    simp only [hct, Matrix.smul_mul, Matrix.mul_smul, smul_smul, pow_two]
  have hb : bandEnergy H C = trace (Cᴴ * H * C) := by simp [bandEnergy, h]
  have h2 : (2 : Matrix k k ℂ) = (2 : ℂ) • (1 : Matrix k k ℂ) := by
    rw [two_smul, one_add_one_eq_two]
  rw [omEnergy, ho, hA, hb, h2, ← sub_smul, Matrix.smul_mul, Matrix.one_mul, smul_smul,
    Matrix.trace_smul, smul_eq_mul]
  push_cast
  ring

/-- If the band energy of some orthonormal orbitals has positive real part, non-zero real multiples
of them bring the real part of the orbital minimisation functional below any bound. -/
theorem omEnergy_unbounded (H : Matrix n n ℂ) {C : Matrix n k ℂ} (h : overlap C = 1)
    (hpos : 0 < (bandEnergy H C).re) (B : ℝ) :
    ∃ t : ℝ, t ≠ 0 ∧ (omEnergy H ((t : ℂ) • C)).re < B := by
  have hs : 0 ≤ |B| / (bandEnergy H C).re := by positivity
  have hse : |B| / (bandEnergy H C).re * (bandEnergy H C).re = |B| :=
    div_mul_cancel₀ _ hpos.ne'
  obtain ⟨t, ht⟩ : ∃ t : ℝ, t = 2 + |B| / (bandEnergy H C).re := ⟨_, rfl⟩
  have ht2 : 2 ≤ t := by linarith
  refine ⟨t, by linarith, ?_⟩
  rw [omEnergy_scaled H h, Complex.re_ofReal_mul]
  -- for `t ≥ 2` the quartic term dominates
  have hsq : 2 * t ≤ t ^ 2 := by nlinarith
  have h4 : 0 ≤ t ^ 2 - 4 := by linarith
  have hq : 2 * t ^ 2 - t ^ 4 ≤ -t := by
    nlinarith [mul_nonneg (sq_nonneg t) h4]
  have hm := mul_le_mul_of_nonneg_right hq hpos.le
  have hte : t * (bandEnergy H C).re = 2 * (bandEnergy H C).re + |B| := by
    rw [ht, add_mul, hse]
  linarith [neg_abs_le B]

end

end OrbitalMinimisation
```

```lean
#print axioms OrbitalMinimisation.bandEnergy_le_omEnergy
-- 'OrbitalMinimisation.bandEnergy_le_omEnergy' depends on axioms: [propext, Classical.choice, Quot.sound]
#print axioms OrbitalMinimisation.unconstrained_minimisers
-- 'OrbitalMinimisation.unconstrained_minimisers' depends on axioms: [propext, Classical.choice, Quot.sound]
#print axioms OrbitalMinimisation.omEnergy_unbounded
-- 'OrbitalMinimisation.omEnergy_unbounded' depends on axioms: [propext, Classical.choice, Quot.sound]
```

## How the proof follows the derivation

The lemma `energy_gap` contains the matrix algebra. Its step `hW` simplifies the middle factor $(1-M^{-1})M(1-M^{-1})$, `hY` factorises the kernel error $Y$, `hH` shows that it is Hermitian, and `hsq` combines the first two into the formula for $Y^2$. The `calc` block then follows the displayed chain for the gap: it collects the terms and moves the sign onto $H$, brings $C$ to the front with `Matrix.trace_mul_comm`, recognises $Y^2$, and uses `Matrix.trace_mul_cycle` to place $-H$ between the two factors of $Y$.

The lemma `trace_quadratic` writes the trace as the sum over columns in `hs`. Positive definiteness enters twice. Its weak form makes every term non-negative, and its strict form shows that a column with a non-zero entry would give a non-zero term.

The lemma `kernelError_eq_zero_iff` sandwiches $Y$ between $C^\dagger$ and $C$ in the equation `e`, obtains $M^2=M$ as `e2`, and cancels one factor of $M$.

After these three lemmas, `bandEnergy_le_omEnergy` is short. It applies `trace_quadratic` to $K=-H$ and the kernel error, rewrites the trace as the energy gap, and joins the equivalences "gap zero", "$Y=0$" and "$M=1$". In `unconstrained_minimisers`, the squeeze between the two inequalities is the call to `le_antisymm`. The scaling theorem `omEnergy_scaled` extracts the powers of $t$ from the overlap and from $C^\dagger HC$, and `omEnergy_unbounded` uses the value of $t$ chosen above.

## An order on the complex numbers

The argument can stay with complex traces throughout because of the line `open scoped ComplexOrder`. It activates a partial order on $\mathbb C$ in which two numbers are comparable only if their imaginary parts agree. General lemmas about ordered sums then apply directly to the complex terms $y_j^\dagger Ky_j$. In particular, `Finset.sum_nonneg` gives the sign of the trace, and `Finset.sum_eq_zero_iff_of_nonneg` says that a vanishing sum of non-negative terms has only vanishing terms. The second of these carries the equality condition from the whole trace to the single columns.

Since the order is only partial, two arbitrary complex energies need not be comparable. This does not strengthen the minimality assumption on $C_0$: for Hermitian $H$ all the band energies involved are real. In `omEnergy_unbounded`, where $H$ is arbitrary, the statement uses real parts explicitly.

## Orbitals in a non-orthogonal basis

The file takes the basis functions to be orthonormal. With atomic orbitals, a more direct model would include their positive definite overlap matrix $S$ and set $M=C^\dagger SC$, leaving the formulas for $E$ and $\Omega$ otherwise unchanged. The substitution

$$
C'=S^{1/2}C,\qquad H'=S^{-1/2}HS^{-1/2}
$$

turns this version into the present one, because $C'^\dagger C'=C^\dagger SC$ and $C'^\dagger H'C'=C^\dagger HC$. Moreover, $-H'$ is positive definite exactly when $-H$ is. The inequality would keep its form, with equality when the orbitals are orthonormal with respect to $S$. The energy shift would change from $H-\eta 1$ to $H-\eta S$, and the Lean theorems would carry $S$ and its positive definiteness as additional data.
